# With a† = x and a = d/dx, smooth real eigenfunctions of the displaced oscillator on the whole line have energies w m − w g², m = 0, 1, 2, …

A vibrational mode of frequency w, coupled linearly to an electron held on one site, has the following Hamiltonian (with ħ = 1), apart from the constant zero-point energy w/2 and the electron's site energy:

H = w a†a + w g (a + a†).

Let a† multiply by x and let a differentiate. If w ≠ 0 and a smooth real function f on the whole line, not identically zero, satisfies

w x f′ + w g (x f + f′) = E f,

then E = w m − w g² for some natural number m, and f is a nonzero multiple of (x + g)^m exp(−g x). Every such energy occurs. For this single mode and immobile electron, with w > 0, w g² is the polaron relaxation energy, and level m lies m phonon energies w above the lowest level.

In Lean 4 with Mathlib:

```lean
import Mathlib

open scoped ContDiff

namespace DisplacedOscillator

noncomputable section
```

## Ladder operators on functions of x

The variable x stands for the creation operator and is not the oscillator's position. The number state with n quanta corresponds to x^n/√(n!). The functions here carry no inner product, and neither normalisability nor analyticity is assumed. Physical eigenstates are still covered: each corresponds to a power series in x that converges for every x and is therefore smooth, and since w, g and E are real, its real and imaginary parts satisfy the eigenvalue equation separately.

The creation operator is (a†f)(x) = x f(x).

```lean
/-- The creation operator: multiplication by the variable `x`. -/
def create (f : ℝ → ℝ) : ℝ → ℝ := fun x => x * f x
```

The annihilation operator is (a f)(x) = f′(x).

```lean
/-- The annihilation operator: differentiation with respect to `x`. -/
def annihilate (f : ℝ → ℝ) : ℝ → ℝ := fun x => deriv f x
```

The Hamiltonian combines them. The number g is dimensionless and the full coupling strength is w g, which some texts denote by g alone.

```lean
/-- The displaced oscillator `w a†a + w g (a + a†)` with frequency `w` and coupling `g`. -/
def hamiltonian (w g : ℝ) (f : ℝ → ℝ) : ℝ → ℝ := fun x =>
  w * create (annihilate f) x + w * g * (create f x + annihilate f x)
```

To remove the linear term, shift the argument by g and include an exponential factor:

h(y) = exp(g y) f(y − g).

The unitary displacement operator has a further constant factor exp(−g²/2), which plays no role in a linear equation.

```lean
/-- The displacement of a function by `g`, with the exponential factor that removes the
linear coupling. -/
def displace (g : ℝ) (f : ℝ → ℝ) : ℝ → ℝ := fun y => Real.exp (g * y) * f (y - g)
```

The candidate eigenfunctions are (x + g)^m exp(−g x). In the inner product that makes the x^n/√(n!) orthonormal, the normalised state is exp(−g²/2)/√(m!) times this function.

```lean
/-- The displaced number state with `m` quanta, `(x + g)^m exp(-g x)`, not normalised. -/
def numberState (g : ℝ) (m : ℕ) : ℝ → ℝ := fun x => (x + g) ^ m * Real.exp (-(g * x))
```

The product rule confirms the commutator [a, a†] = 1 on differentiable functions:

(x f)′ − x f′ = f.

```lean
/-- On differentiable functions the two operators satisfy `a a† - a† a = 1`. -/
theorem commutator {f : ℝ → ℝ} (hf : Differentiable ℝ f) (x : ℝ) :
    annihilate (create f) x - create (annihilate f) x = f x := by
  have h : HasDerivAt (create f) (1 * f x + x * deriv f x) x :=
    (hasDerivAt_id' x).fun_mul (hf x).hasDerivAt
  simp only [annihilate, create] at h ⊢
  rw [h.deriv]
  ring
```

## From the eigenvalue equation to y h′ = μ h

Write E = w μ − w g², with μ real and not yet restricted. Moving w g² f to the left, the eigenvalue equation becomes

w (x + g)(f′ + g f) = w μ f.

Put x = y − g. Since h′(y) = exp(g y)[f′(y − g) + g f(y − g)], multiplying by exp(g y) gives w y h′ = w μ h, and dividing by w gives

y h′ = μ h.

In the proof, `hd` is the derivative of h, `mul_left_cancel₀` removes w, and the last line multiplies the eigenvalue equation by the exponential.

```lean
/-- For `w ≠ 0`, displacement turns the eigenvalue equation with energy `w μ - w g²` for a
differentiable function into the Euler equation `y h' = μ h`. -/
theorem displace_euler {w g μ : ℝ} (hw : w ≠ 0) {f : ℝ → ℝ} (hf : Differentiable ℝ f)
    (hE : ∀ x, hamiltonian w g f x = (w * μ - w * g ^ 2) * f x) (y : ℝ) :
    y * deriv (displace g f) y = μ * displace g f y := by
  have hd : HasDerivAt (displace g f)
      (Real.exp (g * y) * (g * 1) * f (y - g) + Real.exp (g * y) * deriv f (y - g)) y :=
    ((hasDerivAt_id' y).const_mul g).exp.fun_mul
      (HasDerivAt.comp_sub_const y g (hf (y - g)).hasDerivAt)
  have h := hE (y - g)
  simp only [hamiltonian, create, annihilate] at h
  rw [hd.deriv]
  simp only [displace]
  apply mul_left_cancel₀ hw
  linear_combination Real.exp (g * y) * h
```

## Descending the ladder

Differentiating y h′ = μ h gives h′ + y h″ = μ h′, so

y (h′)′ = (μ − 1) h′.

The derivative solves the same equation with μ lowered by one, just as a removes one quantum. The code differentiates both sides, as `hl` and `hr`, and equates the results by uniqueness of the derivative.

```lean
/-- Differentiating a smooth solution of `y h' = μ h` lowers `μ` by one. -/
theorem euler_lower {μ : ℝ} {h : ℝ → ℝ} (hs : ContDiff ℝ ∞ h)
    (hE : ∀ y, y * deriv h y = μ * h y) (y : ℝ) :
    y * deriv (deriv h) y = (μ - 1) * deriv h y := by
  obtain ⟨h0, h1⟩ := contDiff_infty_iff_deriv.mp hs
  have hl := (hasDerivAt_id' y).fun_mul ((contDiff_infty_iff_deriv.mp h1).1 y).hasDerivAt
  have hr := (h0 y).hasDerivAt.const_mul μ
  rw [← funext hE] at hr
  linear_combination hl.unique hr
```

The descent ends once μ ≤ −1. Let F(y) = y h(y)². Then

F′ = h² + 2 y h h′ = (1 + 2μ) h² ≤ 0,

so F is non-increasing, and F(0) = 0. For y > 0 this gives y h² ≤ 0, and for y < 0 it gives y h² ≥ 0; either way h(y) = 0. At y = 0 the equation reads 0 = μ h(0), with μ ≠ 0. These are the three cases at the end of the proof.

```lean
/-- A differentiable solution of `y h' = μ h` on the whole line with `μ ≤ -1` vanishes. -/
theorem euler_bottom {μ : ℝ} (hμ : μ ≤ -1) {h : ℝ → ℝ} (hd : Differentiable ℝ h)
    (hE : ∀ y, y * deriv h y = μ * h y) (y : ℝ) : h y = 0 := by
  -- `y h²` is non-increasing and vanishes at the origin
  have hF : ∀ z, HasDerivAt (fun z => z * (h z * h z)) ((1 + 2 * μ) * (h z * h z)) z := by
    intro z
    refine ((hasDerivAt_id' z).fun_mul
      ((hd z).hasDerivAt.fun_mul (hd z).hasDerivAt)).congr_deriv ?_
    linear_combination (2 * h z) * hE z
  have hanti : Antitone (fun z => z * (h z * h z)) := by
    apply antitone_of_deriv_nonpos (fun z => (hF z).differentiableAt)
    intro z
    rw [(hF z).deriv]
    exact mul_nonpos_of_nonpos_of_nonneg (by linarith) (mul_self_nonneg _)
  by_contra hne
  have hpos : 0 < h y * h y := mul_self_pos.mpr hne
  rcases lt_trichotomy y 0 with hy | hy | hy
  · have h1 : 0 * (h 0 * h 0) ≤ y * (h y * h y) := hanti hy.le
    have h2 := mul_neg_of_neg_of_pos hy hpos
    linarith
  · have h1 := hE y
    rw [hy, zero_mul] at h1
    rw [hy] at hne
    exact mul_ne_zero (by linarith : μ < 0).ne hne h1.symm
  · have h1 : y * (h y * h y) ≤ 0 * (h 0 * h 0) := hanti hy.le
    have h2 := mul_pos hy hpos
    linarith
```

Suppose now that μ is not a natural number. Lower it until it is at most −1, where the solution vanishes. To climb back, suppose h′ = 0 everywhere. Then μ h = y h′ = 0, and μ ≠ 0 gives h = 0. No rung has the value zero, because μ is not a natural number. The induction is on a natural number n ≥ μ + 1, which bounds the number of steps.

```lean
/-- If `μ` is not a natural number, a smooth solution of `y h' = μ h` on the whole line
vanishes; `n` is any natural number with `μ + 1 ≤ n`. -/
theorem euler_not_nat (n : ℕ) : ∀ (μ : ℝ) (h : ℝ → ℝ), μ + 1 ≤ n → (∀ m : ℕ, μ ≠ m) →
    ContDiff ℝ ∞ h → (∀ y, y * deriv h y = μ * h y) → ∀ y, h y = 0 := by
  induction n with
  | zero =>
    intro μ h hn _ hs hE
    rw [Nat.cast_zero] at hn
    exact euler_bottom (by linarith) (contDiff_infty_iff_deriv.mp hs).1 hE
  | succ n ih =>
    intro μ h hn hm hs hE y
    rw [Nat.cast_succ] at hn
    -- the derivative vanishes by induction, and `μ ≠ 0` carries this back to `h`
    have hz := ih (μ - 1) (deriv h) (by linarith)
      (fun m hc => hm (m + 1) (by push_cast; linarith))
      (contDiff_infty_iff_deriv.mp hs).2 (euler_lower hs hE) y
    have h1 := hE y
    rw [hz, mul_zero] at h1
    have h0 : μ ≠ 0 := by simpa using hm 0
    exact (mul_eq_zero.mp h1.symm).resolve_left h0
```

If μ = m is a natural number, the ladder reaches zero. For m = 0, the derivative h′ solves the equation with μ = −1, so h′ = 0 and h is a constant. For m + 1, the induction hypothesis gives h′ = c y^m, and then

(m + 1) h = y h′ = c y^(m+1),

so h = c y^(m+1)/(m + 1).

```lean
/-- For natural `m`, every smooth solution of `y h' = m h` on the whole line is a multiple
of `y^m`. -/
theorem euler_nat (m : ℕ) : ∀ h : ℝ → ℝ, ContDiff ℝ ∞ h →
    (∀ y, y * deriv h y = m * h y) → ∃ c : ℝ, ∀ y, h y = c * y ^ m := by
  induction m with
  | zero =>
    intro h hs hE
    obtain ⟨h0, h1⟩ := contDiff_infty_iff_deriv.mp hs
    have hz := euler_bottom (by simp) (contDiff_infty_iff_deriv.mp h1).1 (euler_lower hs hE)
    exact ⟨h 0, fun y => by simpa using is_const_of_deriv_eq_zero h0 hz y 0⟩
  | succ m ih =>
    intro h hs hE
    obtain ⟨c, hc⟩ := ih (deriv h) (contDiff_infty_iff_deriv.mp hs).2 (fun y => by
      have h1 := euler_lower hs hE y
      push_cast at h1
      linear_combination h1)
    have hm : (m : ℝ) + 1 ≠ 0 := by positivity
    refine ⟨c / (m + 1), fun y => ?_⟩
    have h1 := hE y
    rw [hc y] at h1
    push_cast at h1
    rw [div_mul_eq_mul_div, eq_div_iff hm]
    linear_combination -h1
```

## The energies and their eigenfunctions

Given any E, set μ = E/w + g². The displacement is undone by

f(x) = exp(−g²) exp(−g x) h(x + g),

which is `hback`. If μ is not a natural number, then h = 0 and so f = 0, contrary to assumption. If μ = m, then h = c y^m and

f(x) = exp(−g²) c (x + g)^m exp(−g x),

with a nonzero prefactor because f is not identically zero.

In the statement, `ContDiff ℝ ∞ f` says that f has derivatives of every order, `f ≠ 0` that it is not the zero function, and `hE` that the eigenvalue equation holds at every real x. The condition `w ≠ 0` also admits negative w, although a physical frequency is positive.

```lean
/-- For `w ≠ 0`, a smooth, not identically zero eigenfunction of the displaced oscillator on
the whole line has energy `w m - w g²` for some natural number `m`, and it is a nonzero
multiple of the displaced number state with `m` quanta. -/
theorem spectrum {w g E : ℝ} (hw : w ≠ 0) {f : ℝ → ℝ} (hs : ContDiff ℝ ∞ f) (hf : f ≠ 0)
    (hE : ∀ x, hamiltonian w g f x = E * f x) :
    ∃ m : ℕ, E = w * m - w * g ^ 2 ∧ ∃ c : ℝ, c ≠ 0 ∧ ∀ x, f x = c * numberState g m x := by
  obtain ⟨μ, hμ⟩ : ∃ μ : ℝ, E = w * μ - w * g ^ 2 :=
    ⟨E / w + g ^ 2, by rw [mul_add, mul_div_cancel₀ _ hw]; ring⟩
  subst hμ
  have hsd : ContDiff ℝ ∞ (displace g f) :=
    (contDiff_const.mul contDiff_id).exp.mul (hs.comp (contDiff_id.sub contDiff_const))
  have hEu := displace_euler hw (contDiff_infty_iff_deriv.mp hs).1 hE
  -- undoing the displacement
  have hback : ∀ x, f x =
      Real.exp (-(g * g)) * Real.exp (-(g * x)) * displace g f (x + g) := by
    intro x
    simp only [displace, add_sub_cancel_right]
    rw [← mul_assoc, ← Real.exp_add, ← Real.exp_add,
      show -(g * g) + -(g * x) + g * (x + g) = 0 by ring, Real.exp_zero, one_mul]
  by_cases hm : ∃ m : ℕ, μ = m
  · obtain ⟨m, rfl⟩ := hm
    obtain ⟨c, hc⟩ := euler_nat m _ hsd hEu
    have hform : ∀ x, f x = Real.exp (-(g * g)) * c * numberState g m x := by
      intro x
      rw [hback x, hc (x + g), numberState]
      ring
    refine ⟨m, rfl, Real.exp (-(g * g)) * c, fun h0 => hf ?_, hform⟩
    funext x
    rw [hform x, h0, zero_mul, Pi.zero_apply]
  · obtain ⟨n, hn⟩ := exists_nat_ge (μ + 1)
    have hz := euler_not_nat n μ _ hn (fun m h => hm ⟨m, h⟩) hsd hEu
    exact (hf (funext fun x => by rw [hback x, hz, mul_zero, Pi.zero_apply])).elim
```

Conversely, let f = (x + g)^m exp(−g x). Then (x + g)(f′ + g f) = m f, and therefore

H f = w (x + g)(f′ + g f) − w g² f = (w m − w g²) f.

The auxiliary identity `hp` treats m = 0 separately, where the derivative of the power is zero.

```lean
/-- The displaced number state with `m` quanta satisfies the eigenvalue equation with energy
`w m - w g²`. -/
theorem numberState_energy (w g : ℝ) (m : ℕ) (x : ℝ) :
    hamiltonian w g (numberState g m) x = (w * m - w * g ^ 2) * numberState g m x := by
  have hd : HasDerivAt (numberState g m) (m * (x + g) ^ (m - 1) * 1 * Real.exp (-(g * x))
      + (x + g) ^ m * (Real.exp (-(g * x)) * -(g * 1))) x :=
    (((hasDerivAt_id' x).add_const g).fun_pow m).fun_mul
      ((hasDerivAt_id' x).const_mul g).fun_neg.exp
  have hp : (x + g) * (m * (x + g) ^ (m - 1)) = m * (x + g) ^ m := by
    cases m with
    | zero => simp
    | succ k => rw [Nat.add_sub_cancel]; ring
  simp only [hamiltonian, create, annihilate]
  rw [hd.deriv]
  simp only [numberState]
  linear_combination w * Real.exp (-(g * x)) * hp
```

Together the two directions determine the set of energies exactly. The function for m is smooth, and it is not identically zero because at x = 1 − g the power equals 1 and the exponential is positive.

```lean
/-- For `w ≠ 0`, a real number `E` is the energy of some smooth, not identically zero
eigenfunction exactly when `E = w m - w g²` for a natural number `m`. -/
theorem energy_iff {w g E : ℝ} (hw : w ≠ 0) :
    (∃ f : ℝ → ℝ, ContDiff ℝ ∞ f ∧ f ≠ 0 ∧ ∀ x, hamiltonian w g f x = E * f x) ↔
      ∃ m : ℕ, E = w * m - w * g ^ 2 := by
  constructor
  · rintro ⟨f, hs, hf, hE⟩
    obtain ⟨m, hm, _⟩ := spectrum hw hs hf hE
    exact ⟨m, hm⟩
  · rintro ⟨m, rfl⟩
    refine ⟨numberState g m, ?_, fun h => ?_, numberState_energy w g m⟩
    · exact ((contDiff_id.add contDiff_const).pow m).mul
        (contDiff_const.mul contDiff_id).neg.exp
    · have h1 := congrFun h (1 - g)
      simp [numberState] at h1
```

## Fractional energies without smoothness

Differentiability is too weak to replace smoothness. Take g = 0 and f = |x|^p with real p > 1. Then f′ = p |x|^(p−2) x away from the origin, f′(0) = 0, and

w x f′ = w p |x|^p.

With p = 5/4 and w ≠ 0, the energy 5w/4 lies between two allowed levels. The function |x|^(5/4) has no power series at the origin, so it does not represent a state of the oscillator. The proof checks the origin separately.

```lean
/-- Without coupling (`g = 0`), the function `|x|^p` is differentiable and satisfies the eigenvalue
equation with energy `w p` for every real `p > 1`. -/
theorem smoothness_needed (w : ℝ) {p : ℝ} (hp : 1 < p) :
    Differentiable ℝ (fun x : ℝ => |x| ^ p) ∧
      ∀ x, hamiltonian w 0 (fun x : ℝ => |x| ^ p) x = w * p * |x| ^ p := by
  refine ⟨fun x => (hasDerivAt_abs_rpow x hp).differentiableAt, fun x => ?_⟩
  have hx : |x| ^ (p - 2) * x ^ 2 = |x| ^ p := by
    rcases eq_or_ne x 0 with rfl | h0
    · rw [abs_zero, Real.zero_rpow (by linarith : p ≠ 0)]
      ring
    · rw [← sq_abs x, ← Real.rpow_natCast |x| 2, ← Real.rpow_add (abs_pos.mpr h0)]
      norm_num
  simp only [hamiltonian, create, annihilate]
  rw [(hasDerivAt_abs_rpow x hp).deriv]
  linear_combination w * p * hx

end

end DisplacedOscillator
```

```lean
#print axioms DisplacedOscillator.commutator
#print axioms DisplacedOscillator.spectrum
#print axioms DisplacedOscillator.energy_iff
#print axioms DisplacedOscillator.smoothness_needed
```

```
'DisplacedOscillator.commutator' depends on axioms: [propext, Classical.choice, Quot.sound]
'DisplacedOscillator.spectrum' depends on axioms: [propext, Classical.choice, Quot.sound]
'DisplacedOscillator.energy_iff' depends on axioms: [propext, Classical.choice, Quot.sound]
'DisplacedOscillator.smoothness_needed' depends on axioms: [propext, Classical.choice, Quot.sound]
```
